# Two different axes of threefold or higher symmetry make a rank-two tensor isotropic

**Q:** A paramagnetic ion sits in a tetrahedral site. I expect an isotropic g tensor and no second-rank zero-field splitting. Can two rotations really establish that, without the whole point group?

**A:** Yes, if the tensor is invariant under both. That premise is physical: the ion's state and surroundings keep the site symmetry, and the tensor transforms as a spatial rank-two tensor. It is assumed here, not derived from a Hamiltonian.

```lean
import Mathlib

open Matrix

namespace IsotropyFromTwoAxes

noncomputable section
```

**Q:** What counts as a tensor?

**A:** Any real $3\times3$ matrix $A$, symmetric or not.

```lean
/-- Real 3 x 3 matrices: rotations and rank-two tensors in space. -/
abbrev Tensor := Matrix (Fin 3) (Fin 3) ℝ
```

**Q:** And a rotation? I see no determinant condition below.

**A:** `TurnsAbout R u` says that $RR^T=1$, $Ru=u$ and $R^2\neq1$. For $u\neq0$, an orthogonal matrix fixing $u$ either rotates the perpendicular plane or reflects it. A reflection squares to 1, so the last condition excludes it, along with half-turns and the identity.

```lean
/-- The orthogonal matrix `R` fixes the vector `u`, and its square is not the identity. -/
structure TurnsAbout (R : Tensor) (u : Fin 3 → ℝ) : Prop where
  orth : R * Rᵀ = 1
  fixes : R *ᵥ u = u
  sq_ne : R * R ≠ 1
```

**Q:** How does one finite rotation constrain $A$?

**A:** Through its generator $G_u$, defined by $G_ux=u\times x$. The vector $u$ need not be normalised.

```lean
/-- The generator of rotations about `u`: the matrix of the map `x ↦ u × x`. -/
def generator (u : Fin 3 → ℝ) : Tensor :=
  !![0, -u 2, u 1; u 2, 0, -u 0; -u 1, u 0, 0]
```

First, $|u|^2\neq0$ when $u\neq0$, since a vanishing sum of squares makes every component vanish.

```lean
/-- A nonzero vector has nonzero squared length. -/
theorem lengthSq_ne_zero {u : Fin 3 → ℝ} (hu : u ≠ 0) :
    u 0 ^ 2 + u 1 ^ 2 + u 2 ^ 2 ≠ 0 := by
  intro h
  apply hu
  have a0 : u 0 = 0 := by
    apply pow_eq_zero_iff (two_ne_zero) |>.mp
    linarith [sq_nonneg (u 0), sq_nonneg (u 1), sq_nonneg (u 2)]
  have a1 : u 1 = 0 := by
    apply pow_eq_zero_iff (two_ne_zero) |>.mp
    linarith [sq_nonneg (u 0), sq_nonneg (u 1), sq_nonneg (u 2)]
  have a2 : u 2 = 0 := by
    apply pow_eq_zero_iff (two_ne_zero) |>.mp
    linarith [sq_nonneg (u 0), sq_nonneg (u 1), sq_nonneg (u 2)]
  ext i
  fin_cases i <;> simp [a0, a1, a2]
```

Next, an antisymmetric $K$ acts as $Kx=k\times x$. If $Ku=0$, then $k\times u=0$, so $k=tu$ with $t=k\cdot u/|u|^2$, and $K=tG_u$. The `linear_combination` lines check this component by component.

```lean
/-- An antisymmetric tensor that annihilates a nonzero vector `u` is a multiple of the
generator of rotations about `u`. -/
theorem antisymmetric_eq_smul_generator {K : Tensor} {u : Fin 3 → ℝ} (hu : u ≠ 0)
    (hK : Kᵀ = -K) (hKu : K *ᵥ u = 0) : ∃ t : ℝ, K = t • generator u := by
  have n := lengthSq_ne_zero hu
  have e : ∀ i j, K j i = -K i j := fun i j => congrFun (congrFun hK i) j
  have d0 : K 0 0 = 0 := by linarith [e 0 0]
  have d1 : K 1 1 = 0 := by linarith [e 1 1]
  have d2 : K 2 2 = 0 := by linarith [e 2 2]
  have h0 := congrFun hKu 0
  have h1 := congrFun hKu 1
  have h2 := congrFun hKu 2
  simp only [Matrix.mulVec, dotProduct, Fin.sum_univ_three, Pi.zero_apply] at h0 h1 h2
  rw [d0, e 1 0] at h0
  rw [d1, e 2 1] at h1
  rw [d2, e 0 2] at h2
  -- the axial vector of `K` is parallel to `u`
  obtain ⟨t, t0, t1, t2⟩ : ∃ t : ℝ, K 2 1 = t * u 0 ∧ K 0 2 = t * u 1 ∧ K 1 0 = t * u 2 := by
    refine ⟨(K 2 1 * u 0 + K 0 2 * u 1 + K 1 0 * u 2) / (u 0 ^ 2 + u 1 ^ 2 + u 2 ^ 2),
      ?_, ?_, ?_⟩ <;> rw [div_mul_eq_mul_div, eq_div_iff n]
    · linear_combination u 1 * h2 - u 2 * h1
    · linear_combination u 2 * h0 - u 0 * h2
    · linear_combination u 0 * h1 - u 1 * h0
  refine ⟨t, ?_⟩
  ext i j
  fin_cases i <;> fin_cases j <;> simp [generator] <;>
    linarith [e 1 0, e 2 1, e 0 2]
```

Now suppose $RA=AR$. Since $R^TR=1$,
$$R^TA=R^TA\,RR^T=R^TRA\,R^T=AR^T.$$
Also $R^Tu=R^TRu=u$. Hence $R-R^T$ is antisymmetric, annihilates $u$ and equals $tG_u$. If $t=0$, then $R=R^T$ and $R^2=RR^T=1$, which is excluded. Dividing by $t$ shows that $G_u$ commutes with $A$.

```lean
/-- A tensor that commutes with a rotation about `u`, whose square is not the identity,
commutes with the generator of rotations about `u`. -/
theorem commute_generator {R A : Tensor} {u : Fin 3 → ℝ} (hu : u ≠ 0)
    (hR : TurnsAbout R u) (hA : Commute R A) : Commute (generator u) A := by
  have ho : Rᵀ * R = 1 := mul_eq_one_comm.mp hR.orth
  -- the inverse rotation commutes with `A` as well
  have hT : Commute Rᵀ A := by
    show Rᵀ * A = A * Rᵀ
    calc Rᵀ * A = Rᵀ * A * (R * Rᵀ) := by rw [hR.orth, mul_one]
      _ = Rᵀ * (A * R) * Rᵀ := by simp only [mul_assoc]
      _ = Rᵀ * (R * A) * Rᵀ := by rw [hA.eq]
      _ = (Rᵀ * R) * A * Rᵀ := by simp only [mul_assoc]
      _ = A * Rᵀ := by rw [ho, one_mul]
  have hTu : Rᵀ *ᵥ u = u := by
    have h : Rᵀ *ᵥ (R *ᵥ u) = u := by rw [Matrix.mulVec_mulVec, ho, Matrix.one_mulVec]
    rwa [hR.fixes] at h
  obtain ⟨t, ht⟩ := antisymmetric_eq_smul_generator (K := R - Rᵀ) hu
    (by rw [Matrix.transpose_sub, Matrix.transpose_transpose, neg_sub])
    (by rw [Matrix.sub_mulVec, hR.fixes, hTu, sub_self])
  have t0 : t ≠ 0 := by
    intro h
    rw [h, zero_smul] at ht
    have hs : R = Rᵀ := sub_eq_zero.mp ht
    apply hR.sq_ne
    calc R * R = R * Rᵀ := congrArg (fun X => R * X) hs
      _ = 1 := hR.orth
  have h := (hA.sub_left hT).smul_left t⁻¹
  rwa [ht, smul_smul, inv_mul_cancel₀ t0, one_smul] at h
```

**Q:** That gives two generators. Where does the third come from?

**A:** From their commutator. With $w=u\times v$, $G_w=G_uG_v-G_vG_u$, so $G_w$ commutes with $A$ too. Linear independence, `LinearIndependent ℝ ![u, v]`, gives $w\neq0$, and then $u,v,w$ form a basis. For any $x$,
$$|w|^2G_x=\big(x\cdot(v\times w)\big)G_u-\big(x\cdot(u\times w)\big)G_v+(x\cdot w)G_w,$$
so every $G_x$ commutes with $A$: $A(x\times y)=x\times Ay$. Setting $y=x$ gives $x\times Ax=0$. Every nonzero vector is therefore an eigenvector. Comparing $e_i$, $e_j$ and $e_i+e_j$ shows that all eigenvalues agree, so $A=a1$ with $a=\operatorname{tr}A/3$. The Lean proof ends instead by comparing matrix entries for the generators about the coordinate axes $x$ and $y$.

```lean
/-- Two rotations about linearly independent axes, neither squaring to the identity, force
every real tensor commuting with both to be isotropic, with value one third of its trace. -/
theorem isotropic_of_two_axes {R S A : Tensor} {u v : Fin 3 → ℝ}
    (hR : TurnsAbout R u) (hS : TurnsAbout S v) (huv : LinearIndependent ℝ ![u, v])
    (hRA : Commute R A) (hSA : Commute S A) : A = (A.trace / 3) • (1 : Tensor) := by
  have hu : Commute (generator u) A := commute_generator (huv.ne_zero 0) hR hRA
  have hv : Commute (generator v) A := commute_generator (huv.ne_zero 1) hS hSA
  have n := lengthSq_ne_zero (crossProduct_ne_zero_iff_linearIndependent.mpr huv)
  -- the commutator of two generators is the generator about the cross product
  have hc : generator (u ⨯₃ v) = generator u * generator v - generator v * generator u := by
    ext i j
    fin_cases i <;> fin_cases j <;>
      simp [generator, cross_apply] <;> ring
  have hw : Commute (generator (u ⨯₃ v)) A := by
    rw [hc]
    exact (hu.mul_left hv).sub_left (hv.mul_left hu)
  -- the three generators span all generators
  have key : ∀ x : Fin 3 → ℝ, Commute (generator x) A := by
    intro x
    have hx : ((u ⨯₃ v) 0 ^ 2 + (u ⨯₃ v) 1 ^ 2 + (u ⨯₃ v) 2 ^ 2) • generator x
        = (x ⬝ᵥ (v ⨯₃ (u ⨯₃ v))) • generator u + (-(x ⬝ᵥ (u ⨯₃ (u ⨯₃ v)))) • generator v
          + (x ⬝ᵥ (u ⨯₃ v)) • generator (u ⨯₃ v) := by
      ext i j
      fin_cases i <;> fin_cases j <;>
        simp [generator, cross_apply, dotProduct, Fin.sum_univ_three] <;> ring
    have h := ((hu.smul_left (x ⬝ᵥ (v ⨯₃ (u ⨯₃ v)))).add_left
      (hv.smul_left (-(x ⬝ᵥ (u ⨯₃ (u ⨯₃ v)))))).add_left (hw.smul_left (x ⬝ᵥ (u ⨯₃ v)))
    rw [← hx] at h
    have h' := h.smul_left ((u ⨯₃ v) 0 ^ 2 + (u ⨯₃ v) 1 ^ 2 + (u ⨯₃ v) 2 ^ 2)⁻¹
    rwa [smul_smul, inv_mul_cancel₀ n, one_smul] at h'
  -- compare entries for the generators about the x and y axes
  have ex := (key ![1, 0, 0]).eq
  have ey := (key ![0, 1, 0]).eq
  have p1 := congrFun (congrFun ex 0) 1
  have p2 := congrFun (congrFun ex 0) 2
  have p3 := congrFun (congrFun ex 1) 0
  have p4 := congrFun (congrFun ex 2) 0
  have p5 := congrFun (congrFun ex 1) 2
  have q1 := congrFun (congrFun ey 0) 1
  have q2 := congrFun (congrFun ey 1) 0
  have q3 := congrFun (congrFun ey 0) 2
  simp [generator, Matrix.mul_apply, Fin.sum_univ_three] at p1 p2 p3 p4 p5 q1 q2 q3
  ext i j
  fin_cases i <;> fin_cases j <;> simp [Matrix.trace_fin_three] <;> linarith
```

**Q:** Invariance of a zero-field-splitting tensor reads $RDR^T=D$, not $RD=DR$.

**A:** Multiply on the right by $R$ and they agree. With the usual convention $\operatorname{tr}D=0$, the scalar is zero. In a second-rank spin Hamiltonian, a calculation that preserves these symmetries should therefore return $D=0$ up to numerical error. Higher-rank terms, such as the fourth-order term that cubic symmetry allows for spin 2 or more, are a separate matter.

```lean
/-- A traceless zero-field-splitting tensor that is invariant under two such rotations
vanishes. -/
theorem zero_field_splitting_vanishes {R S D : Tensor} {u v : Fin 3 → ℝ}
    (hR : TurnsAbout R u) (hS : TurnsAbout S v) (huv : LinearIndependent ℝ ![u, v])
    (hRD : R * D * Rᵀ = D) (hSD : S * D * Sᵀ = D) (htr : D.trace = 0) : D = 0 := by
  have comm : ∀ Q : Tensor, Q * Qᵀ = 1 → Q * D * Qᵀ = D → Commute Q D := by
    intro Q hQ h
    show Q * D = D * Q
    calc Q * D = Q * D * (Qᵀ * Q) := by rw [mul_eq_one_comm.mp hQ, mul_one]
      _ = (Q * D * Qᵀ) * Q := by simp only [mul_assoc]
      _ = D * Q := by rw [h]
  have h := isotropic_of_two_axes hR hS huv (comm R hR.orth hRD) (comm S hS.orth hSD)
  rwa [htr, zero_div, zero_smul] at h
```

**Q:** What if the site has only one such axis?

**A:** The same argument gives the uniaxial form, now for symmetric $A$. Since $A$ commutes with $G_u$, $AG_u$ is antisymmetric and annihilates $u$, so $AG_u=tG_u$. Multiply by $G_u$ and use $G_u^2=uu^T-|u|^2 1$:
$$|u|^2(A-t1)=pu^T,\qquad p=(A-t1)u.$$
The left side is symmetric, so $p=\beta u$ and $A=t1+(\beta/|u|^2)uu^T$.

```lean
/-- With a single such axis `u`, a symmetric tensor commuting with the rotation is uniaxial:
an isotropic part plus a multiple of the dyad `u uᵀ`. -/
theorem uniaxial_of_one_axis {R A : Tensor} {u : Fin 3 → ℝ} (hu : u ≠ 0)
    (hR : TurnsAbout R u) (hA : Aᵀ = A) (hRA : Commute R A) :
    ∃ a b : ℝ, A = a • (1 : Tensor) + b • vecMulVec u u := by
  have n := lengthSq_ne_zero hu
  have hG := commute_generator hu hR hRA
  have gT : (generator u)ᵀ = -generator u := by
    ext i j
    fin_cases i <;> fin_cases j <;> simp [generator]
  have gu : generator u *ᵥ u = 0 := by
    ext i
    fin_cases i <;> simp [generator, Matrix.mulVec, dotProduct, Fin.sum_univ_three] <;> ring
  have gg : generator u * generator u
      = vecMulVec u u - (u 0 ^ 2 + u 1 ^ 2 + u 2 ^ 2) • (1 : Tensor) := by
    ext i j
    fin_cases i <;> fin_cases j <;>
      simp [generator, Matrix.mul_apply, Fin.sum_univ_three, vecMulVec_apply] <;> ring
  -- `A` acts as a number `t` on the plane perpendicular to `u`
  obtain ⟨t, ht⟩ := antisymmetric_eq_smul_generator (K := A * generator u) hu
    (by rw [Matrix.transpose_mul, gT, hA, neg_mul, hG.eq])
    (by rw [← Matrix.mulVec_mulVec, gu, Matrix.mulVec_zero])
  have hm : A * (generator u * generator u) = t • (generator u * generator u) := by
    rw [← mul_assoc, ht, Matrix.smul_mul]
  rw [gg, Matrix.mul_sub, Matrix.mul_smul, Matrix.mul_one] at hm
  obtain ⟨p, H⟩ : ∃ p : Fin 3 → ℝ, ∀ i j, (u 0 ^ 2 + u 1 ^ 2 + u 2 ^ 2) *
      (A i j - t * (1 : Tensor) i j) = p i * u j := by
    refine ⟨fun i => A i 0 * u 0 + A i 1 * u 1 + A i 2 * u 2 - t * u i, fun i j => ?_⟩
    have h := congrFun (congrFun hm i) j
    simp only [Matrix.sub_apply, Matrix.smul_apply, smul_eq_mul, Matrix.mul_apply,
      Fin.sum_univ_three, vecMulVec_apply] at h
    linear_combination -h
  -- symmetry of `A` makes `p` parallel to `u`
  have sym : ∀ i j, p i * u j = p j * u i := by
    intro i j
    have s : A j i = A i j := congrFun (congrFun hA i) j
    have o : (1 : Tensor) j i = (1 : Tensor) i j :=
      congrFun (congrFun (Matrix.transpose_one : (1 : Tensor)ᵀ = 1) i) j
    linear_combination H j i - H i j - (u 0 ^ 2 + u 1 ^ 2 + u 2 ^ 2) * s
      + (u 0 ^ 2 + u 1 ^ 2 + u 2 ^ 2) * t * o
  obtain ⟨b, hb⟩ : ∃ b : ℝ, (u 0 ^ 2 + u 1 ^ 2 + u 2 ^ 2) ^ 2 * b
      = p 0 * u 0 + p 1 * u 1 + p 2 * u 2 :=
    ⟨_, mul_div_cancel₀ _ (pow_ne_zero 2 n)⟩
  refine ⟨t, b, ?_⟩
  ext i j
  simp only [Matrix.add_apply, Matrix.smul_apply, smul_eq_mul, vecMulVec_apply]
  apply mul_left_cancel₀ (pow_ne_zero 2 n)
  linear_combination (u 0 ^ 2 + u 1 ^ 2 + u 2 ^ 2) * H i j
    + u j * (u 0 * sym i 0 + u 1 * sym i 1 + u 2 * sym i 2) - u i * u j * hb
```

**Q:** Show me numbers for a tetrahedral site.

**A:** Take threefold rotations about two body diagonals, $R(x,y,z)=(z,x,y)$ and $S(x,y,z)=(-z,-x,y)$. The matrix
$$A=\begin{pmatrix}2&1&1\\1&2&1\\1&1&2\end{pmatrix}=1+uu^T,\qquad u=(1,1,1),$$
is invariant under $R$. With the unit vector $n=u/\sqrt3$ it is $1+3nn^T$, with eigenvalues 4 along the axis and 1 across it. But $SAS^T$ has $yz$ entry $-1$ instead of $1$, so $S$ rules it out. If the common off-diagonal entry is $b$, invariance under $S$ demands $b=-b$, so $b=0$ and only twice the identity matrix is left.

The next theorem checks that these two rotations satisfy the hypotheses; it does not construct the full tetrahedral group.

```lean
/-- Two explicit rotations about the body diagonals `(1,1,1)` and `(1,-1,-1)` of a cube
meet the hypotheses on the two axes. -/
theorem two_axes_witness :
    TurnsAbout !![0, 0, 1; 1, 0, 0; 0, 1, 0] ![1, 1, 1] ∧
    TurnsAbout !![0, 0, -1; -1, 0, 0; 0, 1, 0] ![1, -1, -1] ∧
    LinearIndependent ℝ ![(![1, 1, 1] : Fin 3 → ℝ), ![1, -1, -1]] := by
  refine ⟨⟨?_, ?_, ?_⟩, ⟨?_, ?_, ?_⟩, ?_⟩
  · ext i j
    fin_cases i <;> fin_cases j <;> simp [Matrix.mul_apply, Fin.sum_univ_three]
  · ext i
    fin_cases i <;> simp [Matrix.mulVec, dotProduct, Fin.sum_univ_three]
  · intro h
    have h0 := congrFun (congrFun h 0) 0
    simp [Matrix.mul_apply, Fin.sum_univ_three] at h0
  · ext i j
    fin_cases i <;> fin_cases j <;> simp [Matrix.mul_apply, Fin.sum_univ_three]
  · ext i
    fin_cases i <;> simp [Matrix.mulVec, dotProduct, Fin.sum_univ_three]
  · intro h
    have h0 := congrFun (congrFun h 0) 0
    simp [Matrix.mul_apply, Fin.sum_univ_three] at h0
  · rw [← crossProduct_ne_zero_iff_linearIndependent]
    intro h
    have h1 : (1 : ℝ) * 1 - 1 * (-1) = 0 := by
      have h2 := congrFun h 1
      rw [cross_apply] at h2
      exact h2
    norm_num at h1
```

**Q:** Would two perpendicular twofold axes do?

**A:** No. Half-turns about $x$ and $y$ only flip signs of coordinates, so they commute with every diagonal matrix, including $\operatorname{diag}(1,2,3)$. Such a site can keep a rhombic tensor.

```lean
/-- Half-turns about the x and y axes do not suffice: the tensor `diag(1,2,3)` commutes
with both and is not isotropic. -/
theorem half_turns_do_not_suffice :
    Commute (!![1, 0, 0; 0, -1, 0; 0, 0, -1] : Tensor) !![1, 0, 0; 0, 2, 0; 0, 0, 3] ∧
    Commute (!![-1, 0, 0; 0, 1, 0; 0, 0, -1] : Tensor) !![1, 0, 0; 0, 2, 0; 0, 0, 3] ∧
    ∀ c : ℝ, (!![1, 0, 0; 0, 2, 0; 0, 0, 3] : Tensor) ≠ c • (1 : Tensor) := by
  refine ⟨?_, ?_, ?_⟩
  · unfold Commute SemiconjBy
    ext i j
    fin_cases i <;> fin_cases j <;> simp [Matrix.mul_apply, Fin.sum_univ_three]
  · unfold Commute SemiconjBy
    ext i j
    fin_cases i <;> fin_cases j <;> simp [Matrix.mul_apply, Fin.sum_univ_three]
  · intro c h
    have h0 := congrFun (congrFun h 0) 0
    have h1 := congrFun (congrFun h 1) 1
    simp at h0 h1
    linarith

end

end IsotropyFromTwoAxes
```

```lean
#print axioms IsotropyFromTwoAxes.isotropic_of_two_axes
-- 'IsotropyFromTwoAxes.isotropic_of_two_axes' depends on axioms: [propext, Classical.choice, Quot.sound]
#print axioms IsotropyFromTwoAxes.zero_field_splitting_vanishes
-- 'IsotropyFromTwoAxes.zero_field_splitting_vanishes' depends on axioms: [propext, Classical.choice, Quot.sound]
#print axioms IsotropyFromTwoAxes.uniaxial_of_one_axis
-- 'IsotropyFromTwoAxes.uniaxial_of_one_axis' depends on axioms: [propext, Classical.choice, Quot.sound]
#print axioms IsotropyFromTwoAxes.half_turns_do_not_suffice
-- 'IsotropyFromTwoAxes.half_turns_do_not_suffice' depends on axioms: [propext, Classical.choice, Quot.sound]
```
